# The energy-minimising division of neutralising charge between two gates of a charged sheet

In a model of a charged two-dimensional layer between two gate planes, the compensating charge can be divided between the planes in different ways. For three thin, laterally uniform sheets in vacuum, the energy is lowest when the lower gate carries the fraction $b/(a+b)$, where $a$ and $b$ are the distances from the layer to the lower and upper gates. This is also the division that puts both gates at the same potential.

In Lean 4 with Mathlib:

```lean
import Mathlib

open Real

namespace GatedChargedSheet

noncomputable section
```

## The kernel $-2\pi|z|$ and neutrality

A uniform sheet with charge $q$ per area contributes $-2\pi q|z|$ to the potential at distance $|z|$. Up to an additive constant, this is the solution of Poisson's equation in Gaussian units that is symmetric about the sheet and whose field jumps by $4\pi q$ there. It is postulated here, with open boundaries along $z$. Dielectrics, lateral structure and periodic images are left out.

```lean
/-- Electrostatic potential at height `h` of parallel sheets with charges `q i` per area at
heights `z i`, each contributing through the kernel `-2π|z|`. -/
def potential {n : ℕ} (q z : Fin n → ℝ) (h : ℝ) : ℝ :=
  ∑ i, q i * (-2 * π * |h - z i|)
```

The energy per area is half the sum of charge times potential, for any finite number of sheets.

```lean
/-- Electrostatic energy per area of parallel charged sheets: half the sum of charge times
potential. -/
def energy {n : ℕ} (q z : Fin n → ℝ) : ℝ :=
  1 / 2 * ∑ i, q i * potential q z (z i)
```

Neutrality is built into `charges`: the lower gate, the layer and the upper gate carry $-xs$, $s$ and $-(1-x)s$, which sum to zero. Without it, adding a constant to the kernel would change the energy. The fraction $x$ is any real number, so a gate may also carry charge of the same sign as the layer.

```lean
/-- Charges of the lower gate, the sheet and the upper gate, when the lower gate carries the
fraction `x` of the neutralising charge `-s`. -/
def charges (s x : ℝ) : Fin 3 → ℝ := ![-(x * s), s, -((1 - x) * s)]

/-- Heights of the lower gate, the sheet and the upper gate. -/
def heights (a b : ℝ) : Fin 3 → ℝ := ![-a, 0, b]

/-- Energy per area of the sheet with its two gates, as a function of the fraction `x` of the
neutralising charge on the lower gate. -/
def gatedEnergy (s a b x : ℝ) : ℝ := energy (charges s x) (heights a b)
```

Summing the three kernels gives the potential at height $h$,

$$\phi(h)=-2\pi s\,\bigl(|h|-x|h+a|-(1-x)|h-b|\bigr).$$

In the proof, `Fin.sum_univ_three` writes out the sum and `ring` collects the terms.

```lean
/-- The potential of the gated sheet at height `h` is the sum of three kernels centred on the
sheet and the two gates. -/
theorem potential_eq (s a b x h : ℝ) :
    potential (charges s x) (heights a b) h =
      -2 * π * (s * |h| - x * s * |h + a| - (1 - x) * s * |h - b|) := by
  have e : potential (charges s x) (heights a b) h =
      -(x * s) * (-2 * π * |h - -a|) + s * (-2 * π * |h - 0|)
        + -((1 - x) * s) * (-2 * π * |h - b|) := by
    rw [potential, Fin.sum_univ_three]
    rfl
  rw [e, sub_neg_eq_add, sub_zero]
  ring
```

## Positive distances: `0 < a` and `0 < b`

These hypotheses place the gates on opposite sides of the layer. By hand, they remove the absolute values:

$$\phi(-a)=2\pi s\,(b-x(a+b)),\quad \phi(0)=2\pi s\,(xa+(1-x)b),\quad \phi(b)=-\phi(-a).$$

The proof does the same with `abs_of_pos`, one height at a time.

```lean
/-- The potentials at the lower gate, at the sheet and at the upper gate, for gates at positive
distances `a` below and `b` above the sheet. -/
theorem potential_at_sheets (s x : ℝ) {a b : ℝ} (ha : 0 < a) (hb : 0 < b) :
    potential (charges s x) (heights a b) (-a) = 2 * π * s * (b - x * (a + b)) ∧
    potential (charges s x) (heights a b) 0 = 2 * π * s * (x * a + (1 - x) * b) ∧
    potential (charges s x) (heights a b) b = 2 * π * s * (x * (a + b) - b) := by
  refine ⟨?_, ?_, ?_⟩
  · have h1 : |-a| = a := by rw [abs_neg, abs_of_pos ha]
    have h2 : |-a + a| = 0 := by rw [neg_add_cancel, abs_zero]
    have h3 : |-a - b| = a + b := by
      rw [show -a - b = -(a + b) by ring, abs_neg, abs_of_pos (add_pos ha hb)]
    rw [potential_eq, h1, h2, h3]
    ring
  · have h2 : |0 + a| = a := by rw [zero_add, abs_of_pos ha]
    have h3 : |0 - b| = b := by rw [zero_sub, abs_neg, abs_of_pos hb]
    rw [potential_eq, h2, h3, abs_zero]
    ring
  · have h3 : |b - b| = 0 := by rw [sub_self, abs_zero]
    rw [potential_eq, h3, abs_of_pos hb, abs_of_pos (add_pos hb ha)]
    ring
```

Weighting by the charges and halving gives

$$E(x)=\pi s^2\bigl[(1-2x)(b-x(a+b))+xa+(1-x)b\bigr]=2\pi s^2\bigl(ax^2+b(1-x)^2\bigr).$$

The interaction between the gates must be kept. If it is forgotten, the result is $2\pi s^2(xa+(1-x)b)$, which is linear in $x$ and, for $s\neq0$ and $a\ne b$, has no minimum over the real numbers.

```lean
/-- For gates at positive distances `a` and `b` from the sheet, the energy per area is
`2πs²(a x² + b (1 - x)²)`. -/
theorem gatedEnergy_eq (s x : ℝ) {a b : ℝ} (ha : 0 < a) (hb : 0 < b) :
    gatedEnergy s a b x = 2 * π * s ^ 2 * (a * x ^ 2 + b * (1 - x) ^ 2) := by
  have e : gatedEnergy s a b x =
      1 / 2 * (-(x * s) * potential (charges s x) (heights a b) (-a)
        + s * potential (charges s x) (heights a b) 0
        + -((1 - x) * s) * potential (charges s x) (heights a b) b) := by
    rw [gatedEnergy, energy, Fin.sum_univ_three]
    rfl
  obtain ⟨h1, h2, h3⟩ := potential_at_sheets s x ha hb
  rw [e, h1, h2, h3]
  ring
```

Positivity also gives $a+b\neq0$, which allows the square to be completed:

$$E(x)=2\pi s^2\frac{ab}{a+b}+2\pi s^2(a+b)\Bigl(x-\frac{b}{a+b}\Bigr)^2.$$

Here `field_simp` clears the denominator and `ring` compares the polynomials.

```lean
/-- For gates at positive distances, the energy is a constant plus a square that measures how
far the division of charge is from `b/(a+b)`. -/
theorem gatedEnergy_square (s x : ℝ) {a b : ℝ} (ha : 0 < a) (hb : 0 < b) :
    gatedEnergy s a b x = 2 * π * s ^ 2 * (a * b / (a + b))
      + 2 * π * s ^ 2 * (a + b) * (x - b / (a + b)) ^ 2 := by
  have hab : a + b ≠ 0 := (add_pos ha hb).ne'
  rw [gatedEnergy_eq s x ha hb]
  field_simp
  ring
```

A negative $a$ breaks the result even when $a+b>0$. With $a=-1$ and $b=2$, both gates lie above the layer, at heights 1 and 2. The energy is then $2\pi s^2(1+(x-1)^2)$, which for $s\neq0$ is lowest at $x=1$, whereas $b/(a+b)=2$.

## A charged layer: `s ≠ 0`

With $s\neq0$, the factor $2\pi s^2(a+b)$ is positive, so every $x\neq b/(a+b)$ costs energy. If $s=0$, the energy vanishes for every $x$ and the minimiser is not unique.

`optimal_division` states the value at $b/(a+b)$ and the strict inequality for every other real $x$. Its proof obtains the positive factor by `positivity` and multiplies it by the positive square.

```lean
/-- For a charged sheet (`s ≠ 0`) between gates at positive distances `a` below and `b` above,
the fraction `b/(a+b)` on the lower gate gives the energy `2πs²ab/(a+b)`, and every other real
fraction gives a strictly higher energy. -/
theorem optimal_division {s a b : ℝ} (hs : s ≠ 0) (ha : 0 < a) (hb : 0 < b) :
    gatedEnergy s a b (b / (a + b)) = 2 * π * s ^ 2 * (a * b / (a + b)) ∧
    ∀ x, x ≠ b / (a + b) → gatedEnergy s a b (b / (a + b)) < gatedEnergy s a b x := by
  have hv : gatedEnergy s a b (b / (a + b)) = 2 * π * s ^ 2 * (a * b / (a + b)) := by
    rw [gatedEnergy_square s _ ha hb, sub_self]
    ring
  refine ⟨hv, fun x hx => ?_⟩
  -- the square is strictly positive away from the optimum
  have h1 : 0 < (x - b / (a + b)) ^ 2 :=
    lt_of_le_of_ne (sq_nonneg _) (Ne.symm (pow_ne_zero 2 (sub_ne_zero.mpr hx)))
  have h2 : 0 < 2 * π * s ^ 2 * (a + b) := by positivity
  have h3 := mul_pos h2 h1
  rw [hv, gatedEnergy_square s x ha hb]
  linarith
```

The gate potentials agree when $2\pi s(b-x(a+b))=2\pi s(x(a+b)-b)$. Cancelling $2\pi s$, which uses $s\neq0$, leaves $x=b/(a+b)$. Two gates of the same metal joined by a wire, treated as ideal conductors, are at the same electrostatic potential and therefore have the charge division of least energy in this model.

`equipotential_iff_minimal` proves both directions. From equal potentials it finds $x$ and applies `optimal_division`; from minimality it excludes every other $x$ by the strict inequality.

```lean
/-- For a charged sheet between gates at positive distances, the two gates are at the same
potential exactly when the division of the neutralising charge minimises the energy. -/
theorem equipotential_iff_minimal {s a b : ℝ} (hs : s ≠ 0) (ha : 0 < a) (hb : 0 < b) (x : ℝ) :
    potential (charges s x) (heights a b) (-a) = potential (charges s x) (heights a b) b ↔
      ∀ y, gatedEnergy s a b x ≤ gatedEnergy s a b y := by
  have hab : a + b ≠ 0 := (add_pos ha hb).ne'
  obtain ⟨h1, -, h3⟩ := potential_at_sheets s x ha hb
  rw [h1, h3]
  constructor
  · intro h
    -- equal potentials fix the division of charge
    have hc : 2 * π * s ≠ 0 := mul_ne_zero (by positivity) hs
    have h4 := mul_left_cancel₀ hc h
    have hx : x = b / (a + b) := by
      rw [eq_div_iff hab]
      linarith
    intro y
    by_cases hy : y = b / (a + b)
    · rw [hx, hy]
    · rw [hx]
      exact ((optimal_division hs ha hb).2 y hy).le
  · intro h
    have hx : x = b / (a + b) := by
      by_contra hne
      exact absurd (h (b / (a + b))) (not_le_of_gt ((optimal_division hs ha hb).2 x hne))
    have h4 : x * (a + b) = b := (eq_div_iff hab).mp hx
    rw [h4]
```

Finally, let the layer move between gates a fixed distance $a+b$ apart, with the charge always optimally divided. The energy falls short of $\frac{\pi}{2}s^2(a+b)$ by

$$\frac{\pi}{2}s^2(a+b)-2\pi s^2\frac{ab}{a+b}=\frac{\pi s^2}{2(a+b)}(a-b)^2\ge0.$$

The bound is reached exactly when $a=b$, so the midpoint is where the relaxed energy is highest. The hypothesis $s\neq0$ makes the prefactor positive; with $s=0$, equality would hold for all distances. In `relaxed_energy_le`, the identity is `key`, and both the inequality and the equality case are read from it.

```lean
/-- With the neutralising charge optimally divided, the energy of a charged sheet between gates
at positive distances is at most `(π/2)s²(a+b)`, with equality exactly when the sheet lies
midway between the gates. -/
theorem relaxed_energy_le {s a b : ℝ} (hs : s ≠ 0) (ha : 0 < a) (hb : 0 < b) :
    gatedEnergy s a b (b / (a + b)) ≤ π / 2 * s ^ 2 * (a + b) ∧
    (gatedEnergy s a b (b / (a + b)) = π / 2 * s ^ 2 * (a + b) ↔ a = b) := by
  have hab : a + b ≠ 0 := (add_pos ha hb).ne'
  -- the deficit is proportional to the squared asymmetry
  have key : π / 2 * s ^ 2 * (a + b) - gatedEnergy s a b (b / (a + b)) =
      π * s ^ 2 / (2 * (a + b)) * (a - b) ^ 2 := by
    rw [(optimal_division hs ha hb).1]
    field_simp
    ring
  have hc : 0 < π * s ^ 2 / (2 * (a + b)) := by positivity
  refine ⟨?_, ?_, ?_⟩
  · have h := mul_nonneg hc.le (sq_nonneg (a - b))
    linarith
  · intro h
    have h0 : π * s ^ 2 / (2 * (a + b)) * (a - b) ^ 2 = 0 := by linarith
    have h1 : (a - b) ^ 2 = 0 := (mul_eq_zero.mp h0).resolve_left hc.ne'
    exact sub_eq_zero.mp (pow_eq_zero_iff (two_ne_zero) |>.mp h1)
  · intro h
    have h0 : (a - b) ^ 2 = 0 := by rw [sub_eq_zero.mpr h]; norm_num
    rw [h0, mul_zero] at key
    linarith

end

end GatedChargedSheet
```

```lean
#print axioms GatedChargedSheet.equipotential_iff_minimal
#print axioms GatedChargedSheet.relaxed_energy_le
```

```
'GatedChargedSheet.equipotential_iff_minimal' depends on axioms: [propext, Classical.choice, Quot.sound]
'GatedChargedSheet.relaxed_energy_le' depends on axioms: [propext, Classical.choice, Quot.sound]
```
